# The equilibrium factor for emitting a phonon of fixed energy vanishes as $T\to0^+$

An electron of energy $E$, measured from the chemical potential, can drop to $E-w$ by emitting a phonon of energy $w>0$. At temperature $T>0$, in units with $k_B=1$, the occupations of an electron level and of the phonon mode are
$$f(E)=\frac{1}{e^{E/T}+1},\qquad n=\frac{1}{e^{w/T}-1}.$$
In equilibrium the statistical factor for emission equals the one for the reverse absorption,
$$f(E)\,[1-f(E-w)]\,(n+1)=f(E-w)\,[1-f(E)]\,n ,$$
and their common value is positive, smaller than $n$, and tends to $0$ as $T\to0^+$, uniformly in $E$.

The $+1$ in $n+1$ stands for spontaneous emission, which needs no phonons to be present. It might seem to leave some scattering, and hence some resistivity, even at zero temperature. For independent electrons in equilibrium with a mode of fixed positive energy, it leaves none. In a Boltzmann calculation of phonon-limited resistivity, factors of this kind multiply the squared electron–phonon matrix elements.

## Detailed balance, the bound and the limit

Write $f=f(E)$ and $g=f(E-w)$. Both lie strictly between $0$ and $1$, because the exponential is positive. Two relations carry the argument:
$$1-f=\frac{e^{E/T}}{e^{E/T}+1}=e^{E/T}f,\qquad n+1=\frac{e^{w/T}}{e^{w/T}-1}=e^{w/T}n .$$
The first holds at every energy, so also $1-g=e^{(E-w)/T}g$.

**Detailed balance.** Let the mode hold an arbitrary number $N$ of phonons for the moment. The two factors are
$$f(1-g)(N+1)=e^{(E-w)/T}fg\,(N+1),$$
$$g(1-f)N=e^{E/T}fg\,N=e^{(E-w)/T}fg\;e^{w/T}N .$$
The common factor $e^{(E-w)/T}fg$ is positive and cancels. The two are therefore equal exactly when $N+1=e^{w/T}N$, that is, when $N=1/(e^{w/T}-1)=n$. Balance at a single electron energy already fixes the phonon number.

**The thermal window.** Put $A=f(1-g)$ and $B=g(1-f)$, so that $B-A=g-f$. Balance says $A(n+1)=Bn$, hence $A=n(B-A)=n(g-f)$. Multiplying by $n+1$ gives
$$f(1-g)(n+1)=n(n+1)\,[f(E-w)-f(E)] .$$
The difference of Fermi functions confines the process to energies near the chemical potential, on the scale of $w$ and $T$.

**The bound.** The absorption form of the common value is $g(1-f)n$. Here $g$ and $1-f$ are both positive and below $1$, so their product is too, and since $n>0$,
$$0<f(1-g)(n+1)=g(1-f)n<n .$$

**The limit.** As $T\to0^+$ with $w>0$ fixed, $w/T\to\infty$, so $e^{w/T}-1\to\infty$ and $n\to0$. Given $\varepsilon>0$, every sufficiently small $T>0$ has $n<\varepsilon$, and then the emission factor is below $\varepsilon$ for all $E$ at once. This is uniform convergence.

**The role of Pauli blocking.** Remove the factor $1-g$ and take $E<0$. Then $E/T\to-\infty$, so $f\to1$, while $n+1\to1$. The product $f(n+1)$ tends to $1$. For an electron below the chemical potential, spontaneous emission is thus suppressed by the filled final level.

## Occupations and rate factors in Lean

```lean
import Mathlib

open Filter Topology

namespace ZeroPointResistivity

noncomputable section
```

The occupations are explicit functions of real numbers. The temperature comes first among the arguments and is an energy, and the chemical potential is the zero of electron energy.

```lean
/-- Fermi occupation of a level at energy `E` from the chemical potential, at temperature
`T ≠ 0` in energy units. -/
def fermi (T E : ℝ) : ℝ := 1 / (Real.exp (E / T) + 1)

/-- Planck occupation of a phonon mode of energy `w > 0` at temperature `T > 0` in energy units. -/
def bose (T w : ℝ) : ℝ := 1 / (Real.exp (w / T) - 1)
```

Thus `fermi T E` is $f(E)$ and `bose T w` is $n$. The Planck form has no chemical potential, as is appropriate for phonons, whose number is not conserved.

The factors for the two processes take the phonon number `N` as a separate real argument, to be read as a mean occupation. Equilibrium enters only when `N` is set to `bose T w`, so detailed balance is something to prove and is not contained in the definitions.

```lean
/-- Statistical factor, at temperature `T > 0` and for phonon energy `w > 0`, for an electron going
from `E` to `E - w` by emitting a phonon into a mode that holds `N` phonons: initial level filled,
final level empty, stimulated plus spontaneous emission. -/
def emissionFactor (T w E N : ℝ) : ℝ := fermi T E * (1 - fermi T (E - w)) * (N + 1)

/-- Statistical factor, at temperature `T > 0` and for phonon energy `w > 0`, for the reverse
process, an electron going from `E - w` to `E` by absorbing a phonon from a mode that holds `N`
phonons. -/
def absorptionFactor (T w E N : ℝ) : ℝ := fermi T (E - w) * (1 - fermi T E) * N
```

The electron occupations are thermal throughout, and the probabilities of the initial level being filled and the final level being empty are simply multiplied, as for independent electrons. The factors $N+1$ and $N$ are the usual weights for emission into and absorption from a harmonic mode. They are put in by definition and not derived from a coupling Hamiltonian.

These factors are not yet a resistivity. That also requires matrix elements, densities of states, a sum over modes and, in the linearised Boltzmann equation, a further factor $1/T$. Scattering by impurities, which leaves a residual resistivity in real metals, is absent from the model.

## The two exponential relations

The first lemma gives $0<f<1$. After the definition is unfolded, positivity of the exponential settles the lower bound, and the upper bound reduces to $1<e^{E/T}+1$.

```lean
/-- The Fermi occupation lies strictly between zero and one. -/
theorem fermi_mem (T E : ℝ) : 0 < fermi T E ∧ fermi T E < 1 := by
  have he := Real.exp_pos (E / T)
  unfold fermi
  refine ⟨by positivity, ?_⟩
  rw [div_lt_one (by positivity)]
  linarith
```

The relation $1-f=e^{E/T}f$ comes from the defining equation $f\,(e^{E/T}+1)=1$, which is `hf` in the proof. Rearranging it is the work of `linear_combination`, a tactic that checks that an equation is a stated combination of known ones.

```lean
/-- The probability that a level is empty is `exp (E / T)` times the probability that it is
filled. -/
theorem one_sub_fermi (T E : ℝ) : 1 - fermi T E = Real.exp (E / T) * fermi T E := by
  have he : Real.exp (E / T) + 1 ≠ 0 := by positivity
  have hf : fermi T E * (Real.exp (E / T) + 1) = 1 := one_div_mul_cancel he
  linear_combination -hf
```

For phonons the denominator $e^{w/T}-1$ must be positive, and this is where $w>0$ and $T>0$ are used. The lemma returns both $n>0$ and $n+1=e^{w/T}n$.

```lean
/-- For positive phonon energy and temperature the Planck occupation is positive, and
`n + 1 = exp (w / T) n`. -/
theorem bose_pos_and_add_one {T w : ℝ} (hT : 0 < T) (hw : 0 < w) :
    0 < bose T w ∧ bose T w + 1 = Real.exp (w / T) * bose T w := by
  have he : 0 < Real.exp (w / T) - 1 :=
    sub_pos.2 (Real.one_lt_exp_iff.2 (div_pos hw hT))
  have hn : bose T w * (Real.exp (w / T) - 1) = 1 := one_div_mul_cancel he.ne'
  exact ⟨one_div_pos.2 he, by linear_combination -hn⟩
```

## Balance singles out the Planck occupation

The next theorem is an equivalence: for given $T,w>0$, any real $E$ and any real $N$, the two factors agree if and only if $N=n$. The energy $E$ is fixed before the equivalence is stated, so equality at one energy suffices to determine $N$.

```lean
/-- Detailed balance: for positive phonon energy and temperature, emission and absorption have
equal statistical factors at electron energy `E` if and only if the phonon number is the
Planck occupation. -/
theorem detailed_balance_iff {T w : ℝ} (hT : 0 < T) (hw : 0 < w) (E N : ℝ) :
    emissionFactor T w E N = absorptionFactor T w E N ↔ N = bose T w := by
  have hexp : Real.exp (E / T) = Real.exp ((E - w) / T) * Real.exp (w / T) := by
    rw [← Real.exp_add]
    congr 1
    ring
  unfold emissionFactor absorptionFactor
  rw [one_sub_fermi T (E - w), one_sub_fermi T E, hexp]
  constructor
  · intro h
    -- cancel the common electronic factor
    have hpos : fermi T E * (Real.exp ((E - w) / T) * fermi T (E - w)) ≠ 0 :=
      (mul_pos (fermi_mem T E).1
        (mul_pos (Real.exp_pos _) (fermi_mem T (E - w)).1)).ne'
    have h1 : N + 1 = Real.exp (w / T) * N :=
      mul_left_cancel₀ hpos (by linear_combination h)
    have he : Real.exp (w / T) - 1 ≠ 0 :=
      (sub_pos.2 (Real.one_lt_exp_iff.2 (div_pos hw hT))).ne'
    unfold bose
    rw [eq_div_iff he]
    linear_combination -h1
  · intro h
    rw [h, (bose_pos_and_add_one hT hw).2]
    ring
```

The proof first splits $e^{E/T}=e^{(E-w)/T}e^{w/T}$ in `hexp`, then rewrites both vacancy probabilities with `one_sub_fermi`. From left to right, `hpos` says that the common electronic factor is nonzero, `mul_left_cancel₀` removes it, and what remains is $N+1=e^{w/T}N$, which is solved for $N$. From right to left, $N=n$ is substituted and $n+1$ is replaced by $e^{w/T}n$, after which both sides agree by algebra.

With $N=n$, balance turns the emission factor into the thermal window. The coefficient `(bose T w + 1)` in the last line is the multiplication by $n+1$ that ended the derivation above.

```lean
/-- For positive phonon energy and temperature, the equilibrium emission factor is
`n (n + 1)` times the difference of the Fermi occupations at `E - w` and `E`. -/
theorem emission_eq_thermal_window {T w : ℝ} (hT : 0 < T) (hw : 0 < w) (E : ℝ) :
    emissionFactor T w E (bose T w) =
      bose T w * (bose T w + 1) * (fermi T (E - w) - fermi T E) := by
  have h := (detailed_balance_iff hT hw E (bose T w)).2 rfl
  unfold emissionFactor absorptionFactor at h
  unfold emissionFactor
  linear_combination (bose T w + 1) * h
```

## The emission factor is smaller than the thermal phonon number

The bound is stated for the equilibrium emission factor, `emissionFactor T w E (bose T w)`. The inequality is strict on both sides and holds for every real $E$.

```lean
/-- For positive phonon energy and temperature, the equilibrium emission factor is positive
and smaller than the number of thermal phonons, at every electron energy. -/
theorem emission_pos_and_lt_bose {T w : ℝ} (hT : 0 < T) (hw : 0 < w) (E : ℝ) :
    0 < emissionFactor T w E (bose T w) ∧ emissionFactor T w E (bose T w) < bose T w := by
  obtain ⟨hf0, hf1⟩ := fermi_mem T E
  obtain ⟨hg0, hg1⟩ := fermi_mem T (E - w)
  have hn := (bose_pos_and_add_one hT hw).1
  -- pass to the absorption form, which carries `n` in place of `n + 1`
  rw [(detailed_balance_iff hT hw E (bose T w)).2 rfl]
  unfold absorptionFactor
  have hlt : fermi T (E - w) * (1 - fermi T E) < 1 := by
    nlinarith [mul_pos hg0 hf0]
  refine ⟨mul_pos (mul_pos hg0 (sub_pos.2 hf1)) hn, ?_⟩
  nlinarith [mul_pos hn (sub_pos.2 hlt)]
```

The decisive step is the rewriting by detailed balance. In the emission form the phonon weight is $n+1$, which does not become small. In the absorption form it is $n$. The statement `hlt` is $g(1-f)<1$, obtained from $g<1$ and $gf>0$, and the last line multiplies $1-g(1-f)>0$ by $n>0$.

## The limit, uniformly in the electron energy

In Lean a limit is expressed with filters. Here `𝓝[>] 0` describes $T$ approaching $0$ through positive values, and `Tendsto` with target `𝓝 0` says that the function tends to $0$.

```lean
/-- The thermal phonons of a mode of positive energy disappear as the temperature tends to
zero from above. -/
theorem bose_tendsto_zero {w : ℝ} (hw : 0 < w) :
    Tendsto (fun T => bose T w) (𝓝[>] 0) (𝓝 0) := by
  have h1 : Tendsto (fun T : ℝ => w / T) (𝓝[>] 0) atTop := by
    simpa only [div_eq_mul_inv] using
      Tendsto.const_mul_atTop hw tendsto_inv_nhdsGT_zero
  have h2 := tendsto_atTop_add_const_right _ (-1 : ℝ) (Real.tendsto_exp_atTop.comp h1)
  have h3 := tendsto_inv_atTop_zero.comp h2
  refine h3.congr fun T => ?_
  simp [bose, sub_eq_add_neg]
```

The proof follows the chain $w/T\to\infty$, $e^{w/T}\to\infty$, $e^{w/T}-1\to\infty$, and finally the reciprocal tends to $0$. The names `h1`, `h2` and `h3` mark the stages, with the exponential and the subtraction of $1$ taken together in `h2`.

The main theorem uses `TendstoUniformly`. Its family of functions is indexed by $T$, each member being a function of $E$, and the limit is the zero function. Uniformity is over the whole real line of electron energies, for one fixed $w$.

```lean
/-- No zero-point scattering: for a phonon of positive energy, the equilibrium emission factor,
spontaneous emission included, tends to zero as the temperature tends to zero from above,
uniformly in the electron energy. -/
theorem no_zero_point_scattering {w : ℝ} (hw : 0 < w) :
    TendstoUniformly (fun T E : ℝ => emissionFactor T w E (bose T w))
      (fun _ => 0) (𝓝[>] 0) := by
  rw [Metric.tendstoUniformly_iff]
  intro ε hε
  filter_upwards [(bose_tendsto_zero hw).eventually_lt_const hε, self_mem_nhdsWithin]
    with T hn hT E
  -- the bound by the phonon number does not depend on `E`
  obtain ⟨h0, h1⟩ := emission_pos_and_lt_bose (Set.mem_Ioi.1 hT) hw E
  have key : |emissionFactor T w E (bose T w)| < ε := by
    rw [abs_of_pos h0]
    exact h1.trans hn
  simpa [Real.dist_eq] using key
```

After the definition is put in its $\varepsilon$ form, `filter_upwards` selects temperatures that are positive and satisfy $n<\varepsilon$. Only then is $E$ introduced, which is why the same temperatures serve all energies. The preceding bound gives $0<\text{emission factor}<n<\varepsilon$.

### A mode without an energy gap

The hypothesis $w>0$ cannot be weakened to $w\ge0$. At $w=0$ the Planck formula divides by zero, and Lean's convention $1/0=0$ makes $n=0$. At $E=0$ the emission factor is then $\tfrac12\cdot\tfrac12\cdot1=\tfrac14$ at every positive temperature, so it does not tend to $0$.

The physical difficulty appears without any division by zero if the phonon energy is allowed to shrink with the temperature. Take $w=T$ and $E=0$. The emission factor is
$$\frac12\cdot\frac{1}{1+e}\cdot\frac{e}{e-1}=\frac{e}{2(e^2-1)}\approx0.21,$$
again independent of $T$. The convergence is therefore uniform in $E$ but not in $w$. This matters for acoustic phonons, whose energies extend down to zero: a limit for each mode separately does not by itself control a sum over all modes, and the weight of the soft modes has to be examined as well.

## Emission without Pauli blocking

The last theorem treats the product $f(E)(n+1)$, in which the requirement of an empty final level has been left out. For $w>0$ and $E<0$ it tends to $1$.

```lean
/-- If the Pauli blocking of the final level is left out, the emission factor of an electron
below the chemical potential tends to one, not zero, as the temperature tends to zero from
above, for a phonon of positive energy. -/
theorem unblocked_emission_tendsto_one {w E : ℝ} (hw : 0 < w) (hE : E < 0) :
    Tendsto (fun T => fermi T E * (bose T w + 1)) (𝓝[>] 0) (𝓝 1) := by
  have h1 : Tendsto (fun T : ℝ => E / T) (𝓝[>] 0) atBot := by
    simpa only [div_eq_mul_inv] using
      Tendsto.const_mul_atTop_of_neg hE tendsto_inv_nhdsGT_zero
  -- the initial level becomes completely filled
  have hf : Tendsto (fun T => fermi T E) (𝓝[>] 0) (𝓝 1) := by
    have h2 := (Real.tendsto_exp_atBot.comp h1).add_const 1
    have h3 := h2.inv₀ (by norm_num)
    simpa [fermi, Function.comp_def] using h3
  simpa using hf.mul ((bose_tendsto_zero hw).add_const 1)

end

end ZeroPointResistivity
```

Here `h1` is $E/T\to-\infty$, and `hf` concludes that the initial level becomes completely filled, since $e^{E/T}+1\to1$. Multiplying by $n+1\to1$ finishes the proof. A simulation of electrons in such a model that omitted the factor $1-f(E-w)$ would let electrons below the chemical potential go on emitting phonons in the zero-temperature limit.

```lean
#print axioms ZeroPointResistivity.emission_eq_thermal_window
#print axioms ZeroPointResistivity.no_zero_point_scattering
#print axioms ZeroPointResistivity.unblocked_emission_tendsto_one
```

```
'ZeroPointResistivity.emission_eq_thermal_window' depends on axioms: [propext, Classical.choice, Quot.sound]
'ZeroPointResistivity.no_zero_point_scattering' depends on axioms: [propext, Classical.choice, Quot.sound]
'ZeroPointResistivity.unblocked_emission_tendsto_one' depends on axioms: [propext, Classical.choice, Quot.sound]
```
